# The eigenvalue variance of a Hermitian Koopmans matrix is its diagonal variance plus the summed squared couplings divided by N

A Koopmans-compliant calculation produces variational orbitals, often localised, each with its own energy. These energies are the diagonal elements of a matrix H whose off-diagonal elements couple the orbitals. The quasiparticle spectrum comes from the eigenvalues of H. How much of its spread is lost if the energies are read off the diagonal?

For N orbitals with energies ε_i = H_ii and eigenvalues λ_i,

Var(λ) = Var(ε) + C/N, with C = ∑_{i≠j} |H_ij|².

Var is the population variance, with divisor N, and C counts each pair twice, as (i,j) and (j,i). For a finite Hermitian matrix, this gives the spread missing from a diagonal-only spectrum without diagonalising. It concerns the variance, not the gap or any single level.

## A finite, nonempty set of orbitals

The type `n` labels the orbitals; `Fintype n` makes their number finite and `Nonempty n` means N ≥ 1. In the definitions, `orbitalEnergy` takes the real part of H_ii, and `coupling` is the whole sum C, an energy squared, not a single matrix element.

In Lean 4 with Mathlib:

```lean
import Mathlib

open Matrix

namespace KoopmansSpectralVariance

noncomputable section

variable {n : Type*} [Fintype n]

/-- The mean of a family of energies, one for each element of a nonempty finite set. -/
def mean (x : n → ℝ) : ℝ := (∑ i, x i) / (Fintype.card n : ℝ)

/-- The variance of a family of energies over a nonempty finite set: the mean squared
deviation from the mean. -/
def variance (x : n → ℝ) : ℝ := (∑ i, (x i - mean x) ^ 2) / (Fintype.card n : ℝ)

/-- The energy of variational orbital `i`: the real part of the diagonal element `H i i`. -/
def orbitalEnergy (H : Matrix n n ℂ) (i : n) : ℝ := (H i i).re

/-- The total coupling strength: the sum of `|H i j|²` over all ordered pairs of different
orbitals. -/
def coupling [DecidableEq n] (H : Matrix n n ℂ) : ℝ :=
  ∑ i, ∑ j ∈ Finset.univ.erase i, ‖H i j‖ ^ 2
```

By hand, N ≥ 1 allows division by N. With mean m = (1/N) ∑_i x_i,

∑_i (x_i − m)² = ∑_i x_i² − 2m ∑_i x_i + N m² = ∑_i x_i² − N m²,

so Var(x) = (1/N) ∑_i x_i² − m². The proof expands the same square in `h` and uses `hN`, which says N ≠ 0, to clear denominators. Without any orbitals there is no average to take.

```lean
/-- The variance of a nonempty family of energies is the mean square minus the squared mean. -/
theorem variance_eq [Nonempty n] (x : n → ℝ) :
    variance x = (∑ i, x i ^ 2) / (Fintype.card n : ℝ) - mean x ^ 2 := by
  have hN : (Fintype.card n : ℝ) ≠ 0 := Nat.cast_ne_zero.mpr Fintype.card_ne_zero
  have hs : ∑ i, x i = (Fintype.card n : ℝ) * mean x := by
    unfold mean
    field_simp
  -- expand the square under the sum
  have h : ∑ i, (x i - mean x) ^ 2
      = ∑ i, x i ^ 2 - 2 * (∑ i, x i) * mean x + (Fintype.card n : ℝ) * mean x ^ 2 := by
    simp only [sub_sq, Finset.sum_add_distrib, Finset.sum_sub_distrib, ← Finset.sum_mul,
      ← Finset.mul_sum, Finset.sum_const, Finset.card_univ, nsmul_eq_mul]
  unfold variance
  rw [h, hs]
  field_simp
  ring
```

## A Hermitian matrix

With orbital-dependent potentials, hermiticity is not automatic: among occupied orbitals with equal occupations, it expresses stationarity of the energy under their unitary mixing. Here it is assumed, as `hH : H.IsHermitian`. The remaining step to a real calculation is to identify the entries of H with Koopmans matrix elements between orthonormal orbitals.

By hand, H_ji is the complex conjugate of H_ij, so

tr H² = ∑_i ∑_j H_ij H_ji = ∑_i ∑_j |H_ij|² = ∑_i ε_i² + C.

The last equality separates the terms j = i, where H_ii is real. In the proof, `hterm` gives the squared moduli, `hdiag` the real diagonal, and `Finset.add_sum_erase` the separation.

```lean
variable [DecidableEq n]

/-- For a Hermitian Koopmans matrix, the trace of `H²` is the sum of the squared orbital
energies plus the total coupling strength. -/
theorem trace_sq_eq {H : Matrix n n ℂ} (hH : H.IsHermitian) :
    (H * H).trace.re = ∑ i, orbitalEnergy H i ^ 2 + coupling H := by
  -- hermiticity turns each product into a squared modulus
  have hterm : ∀ i j, (H i j * H j i).re = ‖H i j‖ ^ 2 := by
    intro i j
    rw [← hH.apply j i, Complex.star_def, Complex.mul_conj, Complex.ofReal_re,
      Complex.normSq_eq_norm_sq]
  have hdiag : ∀ i, ‖H i i‖ ^ 2 = orbitalEnergy H i ^ 2 := by
    intro i
    have him : (H i i).im = 0 := by
      have h := congrArg Complex.im (hH.apply i i)
      rw [Complex.star_def, Complex.conj_im] at h
      linarith
    rw [← Complex.normSq_eq_norm_sq, Complex.normSq_apply, him, orbitalEnergy]
    ring
  have htr : (H * H).trace.re = ∑ i, ∑ j, ‖H i j‖ ^ 2 := by
    simp only [Matrix.trace, Matrix.diag_apply, Matrix.mul_apply, Complex.re_sum, hterm]
  rw [htr, coupling, ← Finset.sum_add_distrib]
  refine Finset.sum_congr rfl fun i _ => ?_
  rw [← hdiag i]
  exact (Finset.add_sum_erase Finset.univ (fun j => ‖H i j‖ ^ 2) (Finset.mem_univ i)).symm
```

Since tr H = ∑_i ε_i, the variance formula gives

Var(ε) + C/N = (tr H²)/N − (tr H/N)².

```lean
/-- For a Hermitian Koopmans matrix on `N ≥ 1` orbitals, the variance of the orbital energies
plus `1/N` times the coupling strength is fixed by the traces of `H` and `H²`. -/
theorem variance_add_coupling_eq_trace [Nonempty n] {H : Matrix n n ℂ} (hH : H.IsHermitian) :
    variance (orbitalEnergy H) + 1 / (Fintype.card n : ℝ) * coupling H
      = (H * H).trace.re / (Fintype.card n : ℝ)
        - (H.trace.re / (Fintype.card n : ℝ)) ^ 2 := by
  have hm : mean (orbitalEnergy H) = H.trace.re / (Fintype.card n : ℝ) := by
    simp only [mean, orbitalEnergy, Matrix.trace, Matrix.diag_apply, Complex.re_sum]
  rw [variance_eq, hm, trace_sq_eq hH]
  ring
```

Without hermiticity the result can fail, even for a real matrix with real eigenvalues. Take N = 2 with H₀₁ = 1 and all other entries zero: both variances vanish, but C/N = 1/2.

## A unitary change of orbitals

The condition `U * Uᴴ = 1` says that U takes one orthonormal orbital set to another. The matrix K = U†HU is the same operator in the new set; re-evaluating an orbital-dependent functional there could give a different matrix.

By hand, unitarity and the cyclic property of the trace give:

tr K = tr(H U U†) = tr H,

K² = U†H(U U†)H U = U†H²U, so tr K² = tr H².

Hence Var(ε) + C/N is the same for K as for H. In the proof these steps are `htr` and `hsq`. Orthogonality without normalisation is not enough: U = 2·1 multiplies the sum by 16.

```lean
/-- For a fixed Hermitian matrix `H` on `N ≥ 1` orbitals and a unitary `U`, the variance of the
diagonal elements plus `1/N` times the coupling strength is the same for `Uᴴ * H * U` as for `H`. -/
theorem variance_add_coupling_rotation [Nonempty n] {H U : Matrix n n ℂ}
    (hH : H.IsHermitian) (hU : U * Uᴴ = 1) :
    variance (orbitalEnergy (Uᴴ * H * U)) + 1 / (Fintype.card n : ℝ) * coupling (Uᴴ * H * U)
      = variance (orbitalEnergy H) + 1 / (Fintype.card n : ℝ) * coupling H := by
  -- conjugation by `U` preserves every trace, by cyclicity and unitarity
  have htr : ∀ A : Matrix n n ℂ, (Uᴴ * A * U).trace = A.trace := by
    intro A
    rw [Matrix.trace_mul_cycle, hU, Matrix.one_mul]
  have hsq : Uᴴ * H * U * (Uᴴ * H * U) = Uᴴ * (H * H) * U := by
    calc Uᴴ * H * U * (Uᴴ * H * U) = Uᴴ * H * (U * Uᴴ) * H * U := by
          simp only [Matrix.mul_assoc]
      _ = Uᴴ * (H * H) * U := by
          rw [hU, Matrix.mul_one, Matrix.mul_assoc Uᴴ H H]
  rw [variance_add_coupling_eq_trace (Matrix.isHermitian_conjTranspose_mul_mul U hH),
    variance_add_coupling_eq_trace hH, hsq, htr, htr]
```

The main theorem needs no separate assumption about U, because a Hermitian matrix has an orthonormal eigenbasis. With the eigenvectors as columns of U, HU = UΛ, where Λ is diagonal with entries λ_i. Then K = U†UΛ = Λ, whose diagonal variance is Var(λ) and whose coupling is zero. Invariance gives the result. The proof establishes HU = UΛ in `hHU` and K = Λ in `hK`; `hH.eigenvalues` lists the λ_i with multiplicity.

```lean
/-- The variance of the eigenvalues of a Hermitian Koopmans matrix on `N ≥ 1` orbitals is the
variance of its diagonal elements plus `1/N` times the sum of `|H i j|²` over `i ≠ j`. -/
theorem variance_eigenvalues [Nonempty n] {H : Matrix n n ℂ} (hH : H.IsHermitian) :
    variance hH.eigenvalues = variance (orbitalEnergy H)
      + 1 / (Fintype.card n : ℝ) * ∑ i, ∑ j ∈ Finset.univ.erase i, ‖H i j‖ ^ 2 := by
  obtain ⟨U, hUdef⟩ : ∃ U : Matrix n n ℂ, U = hH.eigenvectorUnitary := ⟨_, rfl⟩
  have hU : U * Uᴴ = 1 := by
    rw [hUdef]
    exact Matrix.mem_unitaryGroup_iff.mp hH.eigenvectorUnitary.2
  have hU' : Uᴴ * U = 1 := mul_eq_one_comm.mp hU
  -- the columns of `U` are eigenvectors
  have hHU : H * U = U * diagonal (fun j => (hH.eigenvalues j : ℂ)) := by
    ext i j
    have h := congrFun (hH.mulVec_eigenvectorBasis j) i
    rw [Matrix.mul_diagonal, hUdef]
    simpa [Matrix.mulVec, dotProduct, Matrix.mul_apply, hH.eigenvectorUnitary_apply,
      mul_comm] using h
  have hK : Uᴴ * H * U = diagonal (fun j => (hH.eigenvalues j : ℂ)) := by
    rw [Matrix.mul_assoc, hHU, ← Matrix.mul_assoc, hU', Matrix.one_mul]
  -- in the eigenvector basis nothing is left off the diagonal
  have hE : orbitalEnergy (diagonal (fun j => (hH.eigenvalues j : ℂ))) = hH.eigenvalues := by
    funext i
    simp [orbitalEnergy]
  have hC : coupling (diagonal (fun j => (hH.eigenvalues j : ℂ))) = 0 := by
    refine Finset.sum_eq_zero fun i _ => Finset.sum_eq_zero fun j hj => ?_
    rw [Matrix.diagonal_apply_ne _ (Finset.ne_of_mem_erase hj).symm]
    simp
  have h := variance_add_coupling_rotation hH hU
  rw [hK, hE, hC, mul_zero, add_zero] at h
  exact h
```

## At least one nonzero coupling

The diagonal spectrum is strictly too narrow, in variance, exactly when H_ij ≠ 0 for some i ≠ j. By hand, C/N is a sum of non-negative terms with a positive prefactor, so it is positive exactly when some term is nonzero. The proof cancels Var(ε) and treats the two directions separately, using `Finset.sum_pos'` for the second. Without coupling the variances are equal, as they always are for N = 1.

```lean
/-- For a Hermitian Koopmans matrix on at least one orbital, the orbital energies have a
strictly smaller variance than the eigenvalues exactly when two different orbitals couple. -/
theorem variance_orbitalEnergy_lt_iff [Nonempty n] {H : Matrix n n ℂ} (hH : H.IsHermitian) :
    variance (orbitalEnergy H) < variance hH.eigenvalues ↔ ∃ i j, i ≠ j ∧ H i j ≠ 0 := by
  have hN : (0 : ℝ) < 1 / (Fintype.card n : ℝ) :=
    one_div_pos.mpr (Nat.cast_pos.mpr Fintype.card_pos)
  rw [variance_eigenvalues hH, lt_add_iff_pos_right, mul_pos_iff_of_pos_left hN]
  constructor
  · intro h
    by_contra hne
    refine h.ne' (Finset.sum_eq_zero fun i _ => Finset.sum_eq_zero fun j hj => ?_)
    have h0 : H i j = 0 := by
      by_contra h0
      exact hne ⟨i, j, (Finset.ne_of_mem_erase hj).symm, h0⟩
    simp [h0]
  · rintro ⟨i, j, hij, h0⟩
    exact Finset.sum_pos' (fun _ _ => Finset.sum_nonneg fun _ _ => sq_nonneg _)
      ⟨i, Finset.mem_univ i, Finset.sum_pos' (fun _ _ => sq_nonneg _)
        ⟨j, Finset.mem_erase.mpr ⟨hij.symm, Finset.mem_univ j⟩,
          pow_pos (norm_pos_iff.mpr h0) 2⟩⟩
```

## Exactly two orbitals

For two numbers the deviations from the mean are ±(x₀ − x₁)/2, so Var(x) = (x₀ − x₁)²/4, which is `hv`. Hermiticity gives |H₁₀| = |H₀₁|, hence C/N = |H₀₁|². Multiplying the main identity by 4 gives

(λ₀ − λ₁)² = (ε₀ − ε₁)² + 4|H₀₁|².

With three or more levels, the variance alone no longer fixes the individual splittings.

```lean
/-- For two orbitals with a Hermitian Koopmans matrix, the squared eigenvalue splitting is the
squared difference of the orbital energies plus four times the squared modulus of the coupling. -/
theorem two_orbital_splitting {H : Matrix (Fin 2) (Fin 2) ℂ} (hH : H.IsHermitian) :
    (hH.eigenvalues 0 - hH.eigenvalues 1) ^ 2
      = (orbitalEnergy H 0 - orbitalEnergy H 1) ^ 2 + 4 * ‖H 0 1‖ ^ 2 := by
  have hv : ∀ x : Fin 2 → ℝ, variance x = (x 0 - x 1) ^ 2 / 4 := by
    intro x
    simp only [variance, mean, Fin.sum_univ_two, Fintype.card_fin, Nat.cast_ofNat]
    ring
  have e0 : (Finset.univ : Finset (Fin 2)).erase 0 = {1} := by decide
  have e1 : (Finset.univ : Finset (Fin 2)).erase 1 = {0} := by decide
  have hs : ‖H 1 0‖ = ‖H 0 1‖ := by
    rw [← hH.apply 1 0, norm_star]
  have h := variance_eigenvalues hH
  rw [hv, hv, Fin.sum_univ_two, e0, e1, Finset.sum_singleton, Finset.sum_singleton, hs,
    Fintype.card_fin, Nat.cast_ofNat] at h
  linarith

end

end KoopmansSpectralVariance
```

```lean
#print axioms KoopmansSpectralVariance.variance_eigenvalues
#print axioms KoopmansSpectralVariance.variance_orbitalEnergy_lt_iff
#print axioms KoopmansSpectralVariance.two_orbital_splitting
```

```
'KoopmansSpectralVariance.variance_eigenvalues' depends on axioms: [propext, Classical.choice, Quot.sound]
'KoopmansSpectralVariance.variance_orbitalEnergy_lt_iff' depends on axioms: [propext, Classical.choice, Quot.sound]
'KoopmansSpectralVariance.two_orbital_splitting' depends on axioms: [propext, Classical.choice, Quot.sound]
```
